# Two spectra of at most $n$ levels with equal moments of order $0$ to $2n-1$ have the same weight at every energy

Take a non-interacting electron on $n$ orthonormal orbitals, with Hamiltonian matrix $H$, and ask for the local density of states at a normalised orbital $\varphi$. It consists of lines at the eigenvalues $E_i$ of $H$, with weights $w_i = |\langle i|\varphi\rangle|^2$, where the $|i\rangle$ are orthonormal eigenvectors of $H$. Its moments

$$\mu_k = \langle\varphi|H^k|\varphi\rangle = \sum_i w_i E_i^k$$

can be found by applying $H$ repeatedly to $\varphi$, without diagonalising anything. How many of them fix the lines?

For a spectrum known to have at most $n$ levels, the $2n$ moments $\mu_0,\dots,\mu_{2n-1}$ are enough. The argument needs only real energies and real weights. Negative weights are allowed, as they occur in real off-diagonal quantities $\langle\varphi|i\rangle\langle i|\chi\rangle$ between two orbitals.

## Isolating the weight at one energy

Levels may be degenerate, and their labels have no physical meaning. The quantity to compare is therefore the total weight at an energy $x$,

$$W(x) = \sum_{i:\,E_i = x} w_i .$$

Two identities hold for any finite spectrum. First, if a finite set $S$ of energies contains every level, a spectral sum can be regrouped by energy:

$$\sum_i w_i f(E_i) = \sum_{y\in S} W(y)\, f(y).$$

Second, if $p(X) = \sum_{k<m} c_k X^k$ is a polynomial of degree below $m$, exchanging the two sums gives

$$\sum_i w_i\, p(E_i) = \sum_{k<m} c_k \sum_i w_i E_i^k = \sum_{k<m} c_k\,\mu_k .$$

Now let $A$ and $B$ be spectra with at most $n$ levels each and with $\mu_k^A = \mu_k^B$ for all $k<2n$. Let $S$ be the set of energies at which either has a level, so that $|S|\le 2n$. These energies are called occupied below, whether or not electrons fill the levels. If $x\notin S$, then $W_A(x) = W_B(x) = 0$. If $x\in S$, define

$$p(X) = \prod_{y\in S,\ y\ne x} (X-y).$$

Its degree is $|S|-1$, which is less than $2n$. It vanishes at every energy in $S$ except $x$, and $p(x)\neq 0$. Regrouping leaves a single term for each spectrum, and the second identity with $m=2n$ shows that the two results agree:

$$W_A(x)\,p(x) = \sum_{k<2n} c_k\,\mu_k^A = \sum_{k<2n} c_k\,\mu_k^B = W_B(x)\,p(x).$$

Dividing by $p(x)$ gives $W_A(x)=W_B(x)$. By regrouping once more, the spectral sums of every function $f$ agree, including all higher moments.

The same argument treats unequal bounds. If $A$ has at most $a$ levels and $B$ at most $b$, then $|S|\le a+b$, and agreement of the moments of order $0$ to $a+b-1$ suffices. The Lean theorem below is stated for a common bound $n$.

## Two pairs of lines that share three moments

For $n=2$ the count of four moments cannot be lowered to three. Put weights $1$ and $3$ at the energies $0$ and $2$, and compare with weights $3$ and $1$ at the energies $1$ and $3$. The moments are

- order 0: $1+3 = 4$ and $3+1 = 4$;
- order 1: $3\cdot 2 = 6$ and $3\cdot 1 + 1\cdot 3 = 6$;
- order 2: $3\cdot 4 = 12$ and $3\cdot 1+1\cdot 9 = 12$.

Normalised to unit total weight, the weights are $\tfrac14,\tfrac34$ and $\tfrac34,\tfrac14$, and the common moments are $1,\tfrac32,3$. The two densities of states have the same norm, mean and variance, yet no line in common. The third moment separates them: without normalisation it is $24$ for the first pair and $30$ for the second.

## Spectra, moments and weights in Lean

```lean
import Mathlib

namespace DiscreteMomentProblem

noncomputable section
```

A spectrum is a pair of real-valued functions on a type `ι` of level labels. Nothing requires the energies to be distinct or the weights to be positive or normalised.

```lean
/-- A discrete density of states: levels labelled by `ι`, each with a real energy and a
real weight. Different labels may share an energy. -/
structure LineSpectrum (ι : Type*) where
  energy : ι → ℝ
  weight : ι → ℝ
```

The label types are finite, so the model covers line spectra only, not continuous bands. `A.spectralSum f` is $\sum_i w_i f(E_i)$.

```lean
variable {ι κ : Type*} [Fintype ι] [Fintype κ]

/-- The sum over all levels of the weight times a function `f` of the energy. -/
def LineSpectrum.spectralSum (A : LineSpectrum ι) (f : ℝ → ℝ) : ℝ :=
  ∑ i, A.weight i * f (A.energy i)
```

The moment of order $k$ is the spectral sum of $x^k$. Since $0^0=1$ in Lean, the moment of order $0$ is the total weight even when a level lies at zero energy.

```lean
/-- The spectral moment of order `k`. -/
def LineSpectrum.moment (A : LineSpectrum ι) (k : ℕ) : ℝ :=
  A.spectralSum (fun x => x ^ k)
```

The function $W(x)$ becomes `weightAt`, a sum over all levels in which those away from $x$ contribute zero.

```lean
/-- The total weight of all levels that lie at the energy `x`. -/
def LineSpectrum.weightAt (A : LineSpectrum ι) (x : ℝ) : ℝ :=
  ∑ i, if A.energy i = x then A.weight i else 0
```

It follows that an unoccupied energy has no weight. The converse can fail: a level may have weight zero, as when an eigenstate is orthogonal to $\varphi$, and degenerate levels with weights of opposite sign may cancel. Moreover, one level and several degenerate levels with the same total weight have identical moments. The theorem therefore compares total weights and not numbers of levels.

```lean
/-- An energy at which there is no level carries no weight. -/
theorem weightAt_eq_zero (A : LineSpectrum ι) {x : ℝ} (h : ∀ i, A.energy i ≠ x) :
    A.weightAt x = 0 :=
  Finset.sum_eq_zero fun i _ => if_neg (h i)
```

## The two identities for spectral sums

Regrouping by energy is an exchange of sums. After `Finset.sum_comm`, each level $i$ carries an inner sum over $x\in S$, in which only the term $x=E_i$ survives. The hypothesis `hS` guarantees that this term is present.

```lean
/-- A spectral sum can be regrouped by energy, over any finite set of energies that
contains all levels. -/
theorem spectralSum_eq_sum_weightAt (A : LineSpectrum ι) (S : Finset ℝ)
    (hS : ∀ i, A.energy i ∈ S) (f : ℝ → ℝ) :
    A.spectralSum f = ∑ x ∈ S, A.weightAt x * f x := by
  simp only [LineSpectrum.spectralSum, LineSpectrum.weightAt, Finset.sum_mul]
  rw [Finset.sum_comm]
  refine Finset.sum_congr rfl fun i _ => ?_
  rw [Finset.sum_eq_single (A.energy i)]
  · rw [if_pos rfl]
  · intro x _ hx
    rw [if_neg (Ne.symm hx), zero_mul]
  · intro h
    exact absurd (hS i) h
```

For a polynomial, `Polynomial.eval_eq_sum_range'` writes $p(E_i)$ as a sum over powers $k<m$, and a second exchange of sums collects the moments. The coefficient $c_k$ is `p.coeff k`.

```lean
/-- The spectral sum of a polynomial of degree below `m` is the combination of the first
`m` moments with the coefficients of the polynomial. -/
theorem spectralSum_eval (A : LineSpectrum ι) {p : Polynomial ℝ} {m : ℕ}
    (hp : p.natDegree < m) :
    A.spectralSum (fun x => p.eval x) = ∑ k ∈ Finset.range m, p.coeff k * A.moment k := by
  simp only [LineSpectrum.moment, LineSpectrum.spectralSum,
    Polynomial.eval_eq_sum_range' hp, Finset.mul_sum]
  rw [Finset.sum_comm]
  refine Finset.sum_congr rfl fun k _ => Finset.sum_congr rfl fun i _ => ?_
  ring
```

## Equal moments force equal weights

In the main theorem `hA` and `hB` bound the numbers of levels by $n$, and `h` is the agreement of the moments for all $k<2n$. The conclusion holds for every real $x$. The label types `ι` and `κ` may differ, so the two spectra need not have the same number of levels.

The bound on the number of levels is an assumption about both spectra. For the local density of states above it is supplied by the size of the matrix. The theorem is a uniqueness statement for exactly equal moments: it gives no procedure for reconstructing the lines, no criterion for which numbers occur as moments, and no estimate of how errors in the moments affect the weights.

The proof follows the derivation by hand:

- `hcard` is the count $|S|\le 2n$, and `by_cases` separates occupied from unoccupied energies.
- `hdeg` bounds the degree of $p$ by the number of its factors, which is smaller than $|S|$ because $x$ has been removed.
- `hne` is $p(x)\ne0$, since no factor vanishes at $x$.
- `hpick` says that a sum over $S$ weighted with $p$ retains only its term at $x$.
- `eA` and `eB` combine this with regrouping, and `e` equates the two spectral sums through the shared moments.

The last step of the occupied case cancels the nonzero factor $p(x)$.

```lean
/-- Two discrete spectra with at most `n` levels each, whose moments of order `0` to
`2n - 1` coincide, assign the same total weight to every energy. -/
theorem weightAt_eq_of_moments_eq {n : ℕ} (A : LineSpectrum ι) (B : LineSpectrum κ)
    (hA : Fintype.card ι ≤ n) (hB : Fintype.card κ ≤ n)
    (h : ∀ k < 2 * n, A.moment k = B.moment k) (x : ℝ) :
    A.weightAt x = B.weightAt x := by
  -- the at most `2n` energies occupied by either spectrum
  obtain ⟨S, hS⟩ : ∃ S : Finset ℝ,
      S = Finset.univ.image A.energy ∪ Finset.univ.image B.energy := ⟨_, rfl⟩
  have hSA : ∀ i, A.energy i ∈ S := fun i => by
    rw [hS]
    exact Finset.mem_union_left _ (Finset.mem_image_of_mem _ (Finset.mem_univ i))
  have hSB : ∀ i, B.energy i ∈ S := fun i => by
    rw [hS]
    exact Finset.mem_union_right _ (Finset.mem_image_of_mem _ (Finset.mem_univ i))
  have hcard : S.card ≤ 2 * n := by
    have h1 := Finset.card_union_le (Finset.univ.image A.energy) (Finset.univ.image B.energy)
    have h2 : (Finset.univ.image A.energy).card ≤ Fintype.card ι := Finset.card_image_le
    have h3 : (Finset.univ.image B.energy).card ≤ Fintype.card κ := Finset.card_image_le
    rw [hS]
    omega
  by_cases hx : x ∈ S
  · -- the polynomial that vanishes at every occupied energy except `x`
    obtain ⟨p, hp⟩ : ∃ p : Polynomial ℝ,
        p = ∏ y ∈ S.erase x, (Polynomial.X - Polynomial.C y) := ⟨_, rfl⟩
    have hdeg : p.natDegree < 2 * n := by
      have h1 : p.natDegree ≤
          ∑ y ∈ S.erase x, (Polynomial.X - Polynomial.C y).natDegree := by
        rw [hp]
        exact Polynomial.natDegree_prod_le _ _
      simp only [Polynomial.natDegree_X_sub_C, Finset.sum_const, smul_eq_mul, mul_one] at h1
      have h2 := Finset.card_erase_lt_of_mem hx
      omega
    have hne : p.eval x ≠ 0 := by
      rw [hp, Polynomial.eval_prod]
      refine Finset.prod_ne_zero_iff.2 fun y hy => ?_
      simpa [sub_eq_zero] using (Finset.ne_of_mem_erase hy).symm
    have hpick : ∀ g : ℝ → ℝ, ∑ y ∈ S, g y * p.eval y = g x * p.eval x := fun g => by
      refine Finset.sum_eq_single x (fun y hy hyx => ?_) (fun hx' => absurd hx hx')
      have h0 : p.eval y = 0 := by
        rw [hp, Polynomial.eval_prod]
        exact Finset.prod_eq_zero (Finset.mem_erase.2 ⟨hyx, hy⟩) (by simp)
      rw [h0, mul_zero]
    have eA : A.spectralSum (fun y => p.eval y) = A.weightAt x * p.eval x :=
      (spectralSum_eq_sum_weightAt A S hSA _).trans (hpick A.weightAt)
    have eB : B.spectralSum (fun y => p.eval y) = B.weightAt x * p.eval x :=
      (spectralSum_eq_sum_weightAt B S hSB _).trans (hpick B.weightAt)
    -- its spectral sum only involves the moments that agree
    have e : A.spectralSum (fun y => p.eval y) = B.spectralSum (fun y => p.eval y) := by
      rw [spectralSum_eval A hdeg, spectralSum_eval B hdeg]
      exact Finset.sum_congr rfl fun k hk => by rw [h k (Finset.mem_range.1 hk)]
    rw [eA, eB] at e
    exact mul_right_cancel₀ hne e
  · -- an energy outside `S` is occupied by neither spectrum
    have zA : A.weightAt x = 0 :=
      weightAt_eq_zero A (x := x) fun i hi => hx (by rw [← hi]; exact hSA i)
    have zB : B.weightAt x = 0 :=
      weightAt_eq_zero B (x := x) fun i hi => hx (by rw [← hi]; exact hSB i)
    rw [zA, zB]
```

The corollary extends the agreement to an arbitrary function $f$ of the energy, with no continuity required. Both spectral sums are regrouped over the same set of occupied energies and then compared term by term. For a finite non-interacting model, this means that the $2n$ moments fix any quantity of the form $\langle\varphi|f(H)|\varphi\rangle$, such as the thermal occupation of an orbital at given temperature and chemical potential.

```lean
/-- If two spectra with at most `n` levels each share the moments of order `0` to `2n - 1`,
then the spectral sums of every function of the energy agree. -/
theorem spectralSum_eq_of_moments_eq {n : ℕ} (A : LineSpectrum ι) (B : LineSpectrum κ)
    (hA : Fintype.card ι ≤ n) (hB : Fintype.card κ ≤ n)
    (h : ∀ k < 2 * n, A.moment k = B.moment k) (f : ℝ → ℝ) :
    A.spectralSum f = B.spectralSum f := by
  rw [spectralSum_eq_sum_weightAt A
      (Finset.univ.image A.energy ∪ Finset.univ.image B.energy) (fun i => by simp) f,
    spectralSum_eq_sum_weightAt B
      (Finset.univ.image A.energy ∪ Finset.univ.image B.energy) (fun i => by simp) f]
  exact Finset.sum_congr rfl fun x _ => by rw [weightAt_eq_of_moments_eq A B hA hB h x]
```

## The two-level example

The even and odd pairs are entered with the unnormalised integer weights used above. In each definition the first list holds the energies and the second the weights.

```lean
/-- Two levels at the energies `0` and `2` with weights `1` and `3`. -/
def evenPair : LineSpectrum (Fin 2) := ⟨![0, 2], ![1, 3]⟩

/-- Two levels at the energies `1` and `3` with weights `3` and `1`. -/
def oddPair : LineSpectrum (Fin 2) := ⟨![1, 3], ![3, 1]⟩
```

The last theorem states that the moments of order $0$, $1$ and $2$ agree, while the weight at zero energy is $1$ for the even pair and $0$ for the odd pair. It settles the case $n=2$, with positive weights in both spectra. In the proof, `interval_cases` splits the claim about moments into the three orders, and `norm_num` does the arithmetic.

```lean
/-- Three moments do not determine a two-level spectrum: the even and the odd pair share
the moments of order `0`, `1` and `2`, but only the even pair has weight at zero energy. -/
theorem three_moments_insufficient :
    (∀ k < 3, evenPair.moment k = oddPair.moment k) ∧
    evenPair.weightAt 0 = 1 ∧ oddPair.weightAt 0 = 0 := by
  refine ⟨fun k hk => ?_, ?_, ?_⟩
  · interval_cases k <;>
      norm_num [LineSpectrum.moment, LineSpectrum.spectralSum, evenPair, oddPair,
        Fin.sum_univ_two]
  · norm_num [LineSpectrum.weightAt, evenPair, Fin.sum_univ_two]
  · norm_num [LineSpectrum.weightAt, oddPair, Fin.sum_univ_two]

end

end DiscreteMomentProblem
```

```lean
#print axioms DiscreteMomentProblem.weightAt_eq_of_moments_eq
-- 'DiscreteMomentProblem.weightAt_eq_of_moments_eq' depends on axioms: [propext, Classical.choice, Quot.sound]
#print axioms DiscreteMomentProblem.spectralSum_eq_of_moments_eq
-- 'DiscreteMomentProblem.spectralSum_eq_of_moments_eq' depends on axioms: [propext, Classical.choice, Quot.sound]
#print axioms DiscreteMomentProblem.three_moments_insufficient
-- 'DiscreteMomentProblem.three_moments_insufficient' depends on axioms: [propext, Classical.choice, Quot.sound]
```
